# With equal-length broken bonds and a pair potential, the surface excess energy is stationary under every linear strain exactly when the pair force vanishes

The theorem `zero_stress_iff_zero_force` concerns a finite, non-empty family of broken bonds `b i`, all of length `r0 > 0`, in a real inner product space. The excess energy is minus one half of the sum of a pair potential `φ` over the bond lengths, and a strain, here any linear map `e`, changes each bond to `b i + t • e (b i)`. If `φ` has derivative `f` at `r0`, the theorem says that the energy has zero derivative at `t = 0` for every `e` if and only if `f = 0`. The proof differentiates the energy bond by bond; for the forward direction it takes `e` to be the identity, a uniform dilation, and for the converse it puts `f = 0` into the general derivative.

The failing Lean file:

```lean
import Mathlib

open Finset

namespace BrokenBondSurface

noncomputable section

variable {V ι : Type*} [NormedAddCommGroup V] [InnerProductSpace ℝ V] [Fintype ι]

/-- Excess energy of a surface with broken bonds `b i` and pair potential `φ`, when the
crystal is deformed by `t` times the strain `e`; each broken bond counts one half. -/
def excessEnergy (φ : ℝ → ℝ) (b : ι → V) (e : V →ₗ[ℝ] V) (t : ℝ) : ℝ :=
  -(1 / 2) * ∑ i, φ ‖b i + t • e (b i)‖

/-- When the end of a non-zero bond `b` is displaced by `t • c`, the bond length changes at first
order by `t` times the component of `c` along the bond. -/
theorem bondLength_hasDerivAt {b : V} (c : V) (hb : b ≠ 0) :
    HasDerivAt (fun t : ℝ => ‖b + t • c‖) (inner ℝ b c / ‖b‖) 0 := by
  have h1 : HasDerivAt (fun t : ℝ => b + t • c) c 0 := by
    have h := ((hasDerivAt_id' (0 : ℝ)).smul_const c).const_add b
    rw [one_smul] at h
    exact h
  have hn : ‖b + (0 : ℝ) • c‖ ^ 2 ≠ 0 := by simpa using hb
  -- differentiate the squared length, then take the root
  have h3 := h1.norm_sq.sqrt hn
  simp only [zero_smul, add_zero, Real.sqrt_sq, norm_nonneg] at h3
  exact h3.congr_deriv (mul_div_mul_left _ _ two_ne_zero)

/-- For broken bonds of common length `r0`, the excess energy is stationary under every
strain exactly when the pair force at `r0` vanishes. -/
theorem zero_stress_iff_zero_force [Nonempty ι] {φ : ℝ → ℝ} {b : ι → V} {r0 f : ℝ}
    (hr : 0 < r0) (hb : ∀ i, ‖b i‖ = r0) (hφ : HasDerivAt φ f r0) :
    (∀ e : V →ₗ[ℝ] V, HasDerivAt (excessEnergy φ b e) 0 0) ↔ f = 0 := by
  have hc : (0 : ℝ) < Fintype.card ι := by exact_mod_cast Fintype.card_pos
  have hbond : ∀ (e : V →ₗ[ℝ] V) (i : ι), HasDerivAt
      (fun t : ℝ => φ ‖b i + t • e (b i)‖) (f * (inner ℝ (b i) (e (b i)) / ‖b i‖)) 0 := by
    intro e i
    have hne : b i ≠ 0 := norm_pos_iff.mp (by rw [hb i]; exact hr)
    exact hφ.comp_of_eq (0 : ℝ) (bondLength_hasDerivAt (e (b i)) hne) (by simp [hb i])
  have hsum := fun e : V →ₗ[ℝ] V =>
    (HasDerivAt.fun_sum (u := univ) fun i _ => hbond e i).const_mul (-(1 / 2 : ℝ))
  constructor
  · intro h
    -- a uniform dilation stretches all bonds at the same rate
    have h0 := (h LinearMap.id).unique (hsum LinearMap.id)
    have hlen : r0 ^ 2 / r0 = r0 := by rw [pow_two, mul_div_assoc, div_self hr.ne', mul_one]
    simp only [LinearMap.id_apply, real_inner_self_eq_norm_sq, hb, hlen, sum_const,
      card_univ, nsmul_eq_mul] at h0
    have h1 : f * (Fintype.card ι * r0) = 0 := by linear_combination (-2) * h0
    exact (mul_eq_zero.mp h1).resolve_right (mul_pos hc hr).ne'
  · intro hf e
    exact (hsum e).congr_deriv (by simp [hf])

end

end BrokenBondSurface
```

The error:

```
Main.lean:50:50: error: ring failed, ring expressions not equal
V : Type u_1
ι : Type u_2
inst✝³ : NormedAddCommGroup V
inst✝² : InnerProductSpace ℝ V
inst✝¹ : Fintype ι
inst✝ : Nonempty ι
φ : ℝ → ℝ
b : ι → V
r0 f : ℝ
hr : 0 < r0
hb : ∀ (i : ι), ‖b i‖ = r0
hφ : HasDerivAt φ f r0
hc : 0 < ↑(Fintype.card ι)
hbond : ∀ (e : V →ₗ[ℝ] V) (i : ι), HasDerivAt (fun t => φ ‖b i + t • e (b i)‖) (f * (inner ℝ (b i) (e (b i)) / ‖b i‖)) 0
hsum :
  ∀ (e : V →ₗ[ℝ] V),
    HasDerivAt (fun y => -(1 / 2) * ∑ i, φ ‖b i + y • e (b i)‖) (-(1 / 2) * ∑ i, f * (inner ℝ (b i) (e (b i)) / ‖b i‖))
      0
h : ∀ (e : V →ₗ[ℝ] V), HasDerivAt (excessEnergy φ b e) 0 0
hlen : r0 ^ 2 / r0 = r0
h0 : 0 = -(1 / 2) * (↑(Fintype.card ι) * (f * r0))
⊢ f * ↑(Fintype.card ι) * r0 * 2 = 0
```

As a diff, the version that Lean accepts:

```diff
@@ -48,5 +48,5 @@
     simp only [LinearMap.id_apply, real_inner_self_eq_norm_sq, hb, hlen, sum_const,
       card_univ, nsmul_eq_mul] at h0
-    have h1 : f * (Fintype.card ι * r0) = 0 := by linear_combination (-2) * h0
+    have h1 : f * (Fintype.card ι * r0) = 0 := by linear_combination 2 * h0
     exact (mul_eq_zero.mp h1).resolve_right (mul_pos hc hr).ne'
   · intro hf e
```

The error is one of sign, in the step that derives `h1` from `h0`. Write N for the number of bonds. The hypothesis `h0` reads 0 = -(1/2) · N · f · `r0`, with the zero on the left, and the goal is f · N · `r0` = 0.

`linear_combination` subtracts the right side from the left in both the goal and the scaled hypothesis, and asks `ring1` to show that the two differences are equal. For `h0` the difference is +(1/2) · N · f · `r0`, since the minus sign is lost when the right side is subtracted. With the coefficient -2 this becomes -N · f · `r0`, while the goal's difference is +N · f · `r0`. The two do not cancel but add up, which leaves the equation `f * ↑(Fintype.card ι) * r0 * 2 = 0` shown in the message. This is not an identity, so `ring1` fails.

With the coefficient 2 the scaled difference is exactly N · f · `r0`, and the step closes.
